# Parseval's identity for planar spins on a finite periodic lattice

The theorem `parseval` concerns planar spins written as complex numbers `z i`, of any length, on the sites of a finite abelian group with N elements. It says that the intensities ‖`amplitude z χ`‖², summed over all characters `χ`, equal N times the sum of the squared spin lengths. The factor N is there because the amplitudes are unnormalised; if each is divided by √N, the two sums are equal. The proof applies the earlier theorem `energy_eq_sum_modes` to a coupling that is 1 at zero separation and 0 elsewhere, for which the energy is the sum of squared lengths and the transformed coupling should be 1 in every mode.

The first attempt, which Lean rejects:

```lean
import Mathlib

open Finset ComplexConjugate

namespace Parseval

noncomputable section

variable {G : Type*} [AddCommGroup G] [Fintype G]

/-- The lattice Fourier transform of the pair coupling `V` at the character `χ`. -/
def couplingHat (V : G → ℝ) (χ : AddChar G ℂ) : ℂ := ∑ r, (V r : ℂ) * χ r

/-- The amplitude of the mode `χ` in the spin configuration `z`. -/
def amplitude (z : G → ℂ) (χ : AddChar G ℂ) : ℂ := ∑ i, z i * conj (χ i)

/-- The energy of planar spins, written as complex numbers, summed over ordered pairs of sites. -/
def planarEnergy (V : G → ℝ) (z : G → ℂ) : ℝ :=
  ∑ i, ∑ j, V (i - j) * (z i * conj (z j)).re

/-- The energy is diagonal in the lattice modes: `N` times the energy is the sum of the
mode intensities weighted by the real part of the transformed coupling. -/
theorem energy_eq_sum_modes (V : G → ℝ) (z : G → ℂ) :
    (Fintype.card G : ℝ) * planarEnergy V z
      = ∑ χ : AddChar G ℂ, (couplingHat V χ).re * ‖amplitude z χ‖ ^ 2 := by
  classical
  -- expand each mode into a triple sum over lattice vectors
  have h1 : ∀ χ : AddChar G ℂ,
      couplingHat V χ * ((‖amplitude z χ‖ ^ 2 : ℝ) : ℂ)
        = ∑ i, ∑ j, ∑ r, (V r : ℂ) * (z i * conj (z j)) * χ (r - (i - j)) := by
    intro χ
    rw [← Complex.normSq_eq_norm_sq, ← Complex.mul_conj, amplitude, map_sum,
      Finset.sum_mul_sum, Finset.mul_sum]
    refine Finset.sum_congr rfl fun i _ => ?_
    rw [Finset.mul_sum]
    refine Finset.sum_congr rfl fun j _ => ?_
    rw [couplingHat, Finset.sum_mul]
    refine Finset.sum_congr rfl fun r _ => ?_
    have e : r - (i - j) = r + -i + j := by abel
    rw [e, AddChar.map_add_eq_mul, AddChar.map_add_eq_mul, AddChar.map_neg_eq_conj,
      map_mul, Complex.conj_conj]
    ring
  -- orthogonality of characters selects r = i - j
  have h2 : ∑ χ : AddChar G ℂ, couplingHat V χ * ((‖amplitude z χ‖ ^ 2 : ℝ) : ℂ)
      = ((Fintype.card G : ℝ) : ℂ) * ∑ i, ∑ j, (V (i - j) : ℂ) * (z i * conj (z j)) := by
    rw [Finset.sum_congr rfl fun χ _ => h1 χ, Finset.sum_comm, Finset.mul_sum]
    refine Finset.sum_congr rfl fun i _ => ?_
    rw [Finset.sum_comm, Finset.mul_sum]
    refine Finset.sum_congr rfl fun j _ => ?_
    rw [Finset.sum_comm]
    simp_rw [← Finset.mul_sum, AddChar.sum_apply_eq_ite, sub_eq_zero, mul_ite, mul_zero]
    rw [Finset.sum_ite_eq' Finset.univ (i - j), if_pos (Finset.mem_univ _)]
    push_cast
    ring
  have h3 := congrArg Complex.re h2
  simp only [Complex.re_sum, Complex.re_mul_ofReal, Complex.re_ofReal_mul] at h3
  exact h3.symm

/-- Parseval's identity for the mode amplitudes of a spin configuration. -/
theorem parseval (z : G → ℂ) :
    ∑ χ : AddChar G ℂ, ‖amplitude z χ‖ ^ 2 = (Fintype.card G : ℝ) * ∑ i, ‖z i‖ ^ 2 := by
  classical
  -- apply the mode expansion to a purely on-site coupling
  have h := energy_eq_sum_modes (fun r : G => if r = 0 then (1 : ℝ) else 0) z
  have hc : ∀ χ : AddChar G ℂ,
      couplingHat (fun r : G => if r = 0 then (1 : ℝ) else 0) χ = 1 := by
    intro χ
    simp [couplingHat]
  have he : planarEnergy (fun r : G => if r = 0 then (1 : ℝ) else 0) z = ∑ i, ‖z i‖ ^ 2 := by
    refine Finset.sum_congr rfl fun i _ => ?_
    simp only [sub_eq_zero, ite_mul, one_mul, zero_mul]
    rw [Finset.sum_ite_eq Finset.univ i, if_pos (Finset.mem_univ _), Complex.mul_conj,
      Complex.ofReal_re, Complex.normSq_eq_norm_sq]
  simp only [hc, he, Complex.one_re, one_mul] at h
  exact h.symm

end

end Parseval
```

Compiling this gives:

```
Main.lean:66:71: error: unsolved goals
G : Type u_1
inst✝¹ : AddCommGroup G
inst✝ : Fintype G
z : G → ℂ
h :
  ↑(Fintype.card G) * planarEnergy (fun r => if r = 0 then 1 else 0) z =
    ∑ χ, (couplingHat (fun r => if r = 0 then 1 else 0) χ).re * ‖amplitude z χ‖ ^ 2
χ : AddChar G ℂ
⊢ ∑ x, ↑(if x = 0 then 1 else 0) * χ x = 1
```

Diagnosis. The error is in `hc`, the claim that the transformed coupling is 1 for every `χ`. `simp [couplingHat]` unfolds the definition but leaves a sum whose terms are `↑(if x = 0 then 1 else 0) * χ x`. The `if` is real-valued and sits inside the coercion to the complex numbers. `simp` did not move the coercion into the branches, so the sum never took the form, an `if` with 0 in one branch, that the lemmas for collapsing such sums need.

The repair picks out the term by hand. `Finset.sum_eq_single (0 : G)` reduces the sum to its term at 0 and asks for two side proofs. In the remaining term the condition is `0 = 0`, so `simp` can decide the `if` where it stands, and `χ 0` is 1. For any other `r`, the hypothesis `hr` makes the condition false and the term vanishes. The last goal supposes that 0 is not in `Finset.univ`, which `Finset.mem_univ` contradicts.

The repair, with which the file compiles:

```diff
@@ -66,5 +66,10 @@
       couplingHat (fun r : G => if r = 0 then (1 : ℝ) else 0) χ = 1 := by
     intro χ
-    simp [couplingHat]
+    rw [couplingHat, Finset.sum_eq_single (0 : G)]
+    · simp
+    · intro r _ hr
+      simp [hr]
+    · intro h0
+      exact absurd (Finset.mem_univ _) h0
   have he : planarEnergy (fun r : G => if r = 0 then (1 : ℝ) else 0) z = ∑ i, ‖z i‖ ^ 2 := by
     refine Finset.sum_congr rfl fun i _ => ?_
```
